# Three levels with zero site energies and real couplings \(a, b, c\) have a repeated energy exactly when \(a^2=b^2=c^2\)

The Hamiltonian

\[
\begin{pmatrix} 0 & a & b\\ a & 0 & c\\ b & c & 0\end{pmatrix},\qquad a,b,c\in\mathbb R,
\]

has a repeated root of its characteristic polynomial exactly when \(a^2=b^2=c^2\). The choice \(a=b=c=1\) satisfies this condition, so nonzero couplings alone do not forbid degeneracy.

Two levels behave differently. With site energies \(d, e\) and a real coupling \(a\), their splitting is \(\sqrt{(d-e)^2+4a^2}\), which is positive whenever \(a\neq 0\). In a real three-state diabatic model, by contrast, finding every coupling nonzero does not establish that the adiabatic energies are separated. The theorems below concern one fixed matrix at a time. They do not count how many parameters must be tuned to make levels meet, which is the subject of the non-crossing rule.

## The Hamiltonian and its repeated levels

```lean
import Mathlib

open Polynomial Matrix

namespace ThreeLevelDegeneracy

noncomputable section
```

The first line loads Mathlib, the body of formal mathematics on which the proofs rest. The `open` line gives access to short notation for polynomials and matrices. In each theorem below, the assumptions stand before the main colon, the claim follows it, and the proof comes after `:=`.

```lean
/-- The real symmetric Hamiltonian of three levels with site energies `d, e, f` and
couplings `a` (levels 1 and 2), `b` (levels 1 and 3), `c` (levels 2 and 3). -/
def threeLevel (d e f a b c : ℝ) : Matrix (Fin 3) (Fin 3) ℝ :=
  !![d, a, b; a, e, c; b, c, f]
```

This defines the matrix

\[
H=\begin{pmatrix} d & a & b\\ a & e & c\\ b & c & f\end{pmatrix}.
\]

The type `Matrix (Fin 3) (Fin 3) ℝ` means a three-by-three matrix of real numbers. Lean numbers rows and columns 0, 1, 2, while the comment in the code counts the levels from 1. The site energies \(d,e,f\) are the diagonal elements in an orthonormal basis, and \(a,b,c\) are the off-diagonal elements. Complex couplings and overlapping basis functions are not covered.

```lean
/-- The characteristic polynomial of `H` has a repeated real root. -/
def HasRepeatedLevel (H : Matrix (Fin 3) (Fin 3) ℝ) : Prop :=
  ∃ x : ℝ, (X - C x) ^ 2 ∣ H.charpoly
```

A definition of type `Prop` is a statement that may be true or false. This one says that some real energy \(x\) exists for which \((X-x)^2\) divides the characteristic polynomial of \(H\). Here `X` is the polynomial variable, `C x` is the number \(x\) regarded as a constant polynomial, and `∣` means "divides". A triple root also counts as repeated. Restricting \(x\) to real values loses nothing for `threeLevel`, because a real symmetric matrix has only real eigenvalues.

## From the characteristic polynomial to two equations

```lean
/-- The characteristic polynomial of the three-level Hamiltonian, written out in the
site energies and couplings. -/
theorem charpoly_threeLevel (d e f a b c : ℝ) :
    (threeLevel d e f a b c).charpoly =
      X ^ 3 - C (d + e + f) * X ^ 2
        + C (d * e + d * f + e * f - a ^ 2 - b ^ 2 - c ^ 2) * X
        - C (d * e * f + a * b * c + a * b * c - d * c ^ 2 - e * b ^ 2 - f * a ^ 2) := by
  rw [Matrix.charpoly, Matrix.det_fin_three]
  simp [threeLevel]
  ring
```

By hand, one expands \(\det(X-H)\):

\[
(X-d)(X-e)(X-f)-2abc-(X-d)c^2-(X-e)b^2-(X-f)a^2 .
\]

Collecting powers of \(X\) gives \(X^3-tX^2+sX-r\) with

\[
\begin{aligned}
t&=d+e+f,\\
s&=de+df+ef-a^2-b^2-c^2,\\
r&=def+2abc-dc^2-eb^2-fa^2 .
\end{aligned}
\]

The proof follows the same route. The `rw` line replaces the characteristic polynomial by a determinant and expands it, `simp` inserts the matrix entries, and `ring` confirms that the two polynomials agree.

```lean
/-- A monic cubic has at least a double root at `x` exactly when the cubic and its
derivative both vanish at `x`. -/
theorem double_root_iff (t s r x : ℝ) :
    (X - C x) ^ 2 ∣ (X ^ 3 - C t * X ^ 2 + C s * X - C r : ℝ[X]) ↔
      x ^ 3 - t * x ^ 2 + s * x - r = 0 ∧ 3 * x ^ 2 - 2 * t * x + s = 0 := by
  constructor
  · rintro ⟨q, hq⟩
    have h0 := congrArg (fun p => eval x p) hq
    have h1 := congrArg (fun p => eval x (derivative p)) hq
    -- the derivative of the squared factor vanishes at x
    have hd : eval x (derivative ((X - C x) ^ 2 : ℝ[X])) = 0 := by
      rw [pow_two, derivative_mul]
      simp
    simp at h0 h1
    rw [hd, zero_mul] at h1
    exact ⟨by linarith, by linarith⟩
  · rintro ⟨h0, h1⟩
    -- the two conditions fix the lower coefficients; the third root is t - 2x
    have hs : s = t * x + t * x - x ^ 2 - x ^ 2 - x ^ 2 := by linarith
    have hr : r = x ^ 2 * (t - x - x) := by linear_combination x * h1 - h0
    rw [hs, hr]
    refine ⟨X - C (t - x - x), ?_⟩
    simp only [map_sub, map_add, map_mul, map_pow]
    ring
```

The symbol `↔` means "exactly when", so there are two directions to prove. Write \(P=X^3-tX^2+sX-r\).

Suppose first that \(P=(X-x)^2q\) for some polynomial \(q\). Then \(P(x)=0\). The derivative is \(P'=2(X-x)q+(X-x)^2q'\), so \(P'(x)=0\) as well. In Lean, `h0` and `h1` are these two evaluations at \(x\).

Conversely, suppose \(P(x)=0\) and \(P'(x)=0\). The second equation gives \(s=2tx-3x^2\). Putting this into the first gives

\[
r=x^3-tx^2+sx=x^2(t-2x).
\]

These are the coefficients of a cubic with roots \(x,\,x,\,t-2x\), so

\[
P=(X-x)^2\bigl(X-(t-2x)\bigr).
\]

The `refine` line supplies the last factor, and `ring` checks the product. The tactic `linarith` derives linear consequences of known equations. The tactic `linear_combination` checks that a goal follows from known equations multiplied by the stated factors and added.

## A repeated level makes every two-by-two minor vanish

```lean
/-- The energy `x` is a repeated root of the characteristic polynomial exactly when all
two-by-two minors of `H - x` vanish. -/
theorem repeated_at_iff (d e f a b c x : ℝ) :
    (X - C x) ^ 2 ∣ (threeLevel d e f a b c).charpoly ↔
      (d - x) * (e - x) = a ^ 2 ∧ (d - x) * (f - x) = b ^ 2 ∧
      (e - x) * (f - x) = c ^ 2 ∧ (d - x) * c = a * b ∧
      (e - x) * b = a * c ∧ (f - x) * a = b * c := by
  rw [charpoly_threeLevel, double_root_iff]
  constructor
  · rintro ⟨h0, h1⟩
    obtain ⟨u, hu⟩ : ∃ u, u = d - x := ⟨_, rfl⟩
    obtain ⟨v, hv⟩ : ∃ v, v = e - x := ⟨_, rfl⟩
    obtain ⟨w, hw⟩ : ∃ w, w = f - x := ⟨_, rfl⟩
    -- determinant and sum of principal minors of H - x
    have hdet : u * v * w + 2 * a * b * c - u * c ^ 2 - v * b ^ 2 - w * a ^ 2 = 0 := by
      rw [hu, hv, hw]
      linear_combination -h0
    have hsum : (u * v - a ^ 2) + (u * w - b ^ 2) + (v * w - c ^ 2) = 0 := by
      rw [hu, hv, hw]
      linear_combination h1
    rw [← hu, ← hv, ← hw]
    -- symmetry of H turns both conditions into a vanishing sum of squares
    have key : (u * v - a ^ 2) ^ 2 + (u * w - b ^ 2) ^ 2 + (v * w - c ^ 2) ^ 2
        + 2 * ((u * c - a * b) ^ 2 + (v * b - a * c) ^ 2 + (w * a - b * c) ^ 2) = 0 := by
      linear_combination ((u * v - a ^ 2) + (u * w - b ^ 2) + (v * w - c ^ 2)) * hsum
        - 2 * (u + v + w) * hdet
    have k1 := sq_nonneg (u * v - a ^ 2)
    have k2 := sq_nonneg (u * w - b ^ 2)
    have k3 := sq_nonneg (v * w - c ^ 2)
    have k4 := sq_nonneg (u * c - a * b)
    have k5 := sq_nonneg (v * b - a * c)
    have k6 := sq_nonneg (w * a - b * c)
    refine ⟨?_, ?_, ?_, ?_, ?_, ?_⟩ <;>
      exact sub_eq_zero.mp ((pow_eq_zero_iff two_ne_zero).mp (by linarith))
  · rintro ⟨h1, h2, h3, h4, h5, h6⟩
    constructor
    · -- cofactor expansion of the determinant along the first row
      linear_combination -(d - x) * h3 + a * h6 + b * h5
    · linear_combination h1 + h2 + h3
```

The theorem fixes an energy \(x\) and replaces the statement about a double root by six equations. With \(u=d-x\), \(v=e-x\), \(w=f-x\), the shifted matrix is

\[
M=H-x=\begin{pmatrix} u & a & b\\ a & v & c\\ b & c & w\end{pmatrix}.
\]

The equations are \(uv=a^2\), \(uw=b^2\), \(vw=c^2\), \(uc=ab\), \(vb=ac\) and \(wa=bc\). They say that every two-by-two minor of \(M\) is zero. In the language of linear algebra, \(M\) has rank at most one, so at least two independent states have energy \(x\).

For the forward direction, the double root gives \(P(x)=0\) and \(P'(x)=0\). Since \(P(x)=-\det M\), and \(P'(x)\) is the sum of the principal two-by-two minors of \(M\), both quantities vanish. Name the minors

\[
\begin{aligned}
p_0&=uv-a^2, & p_1&=uw-b^2, & p_2&=vw-c^2,\\
m_0&=uc-ab, & m_1&=vb-ac, & m_2&=wa-bc .
\end{aligned}
\]

Multiplying out the first pair gives

\[
p_0p_1-m_0^2=u\,(uvw+2abc-uc^2-vb^2-wa^2)=u\det M .
\]

In the same way \(p_0p_2-m_1^2=v\det M\) and \(p_1p_2-m_2^2=w\det M\). Expanding \((p_0+p_1+p_2)^2\) and substituting these three products yields

\[
p_0^2+p_1^2+p_2^2+2(m_0^2+m_1^2+m_2^2)
=(p_0+p_1+p_2)^2-2(u+v+w)\det M=0 .
\]

A sum of squares of real numbers vanishes only if each term does, so all six minors are zero.

In the code, `hdet` and `hsum` are the two vanishing quantities, and `key` is the sum of squares. The facts `k1` to `k6` say that each square is nonnegative, and the last lines of this direction conclude that each minor is zero.

For the converse, the determinant is expanded along the first row:

\[
\det M=u(vw-c^2)-a(wa-bc)-b(vb-ac)=0 .
\]

The sum of the principal minors is zero because each of them is. Hence \(P(x)=P'(x)=0\), and \(x\) is a repeated root.

## Arbitrary site energies with three nonzero couplings

```lean
/-- With all three couplings nonzero, a level is repeated exactly when the three shifted
site energies `d - ab/c`, `e - ac/b` and `f - bc/a` coincide. -/
theorem repeated_iff_shifted_energies_eq (d e f : ℝ) {a b c : ℝ}
    (ha : a ≠ 0) (hb : b ≠ 0) (hc : c ≠ 0) :
    HasRepeatedLevel (threeLevel d e f a b c) ↔
      d - a * b / c = e - a * c / b ∧ e - a * c / b = f - b * c / a := by
  constructor
  · rintro ⟨x, hx⟩
    obtain ⟨-, -, -, h4, h5, h6⟩ := (repeated_at_iff d e f a b c x).1 hx
    have e1 : a * b / c = d - x := by rw [div_eq_iff hc]; linarith
    have e2 : a * c / b = e - x := by rw [div_eq_iff hb]; linarith
    have e3 : b * c / a = f - x := by rw [div_eq_iff ha]; linarith
    exact ⟨by linarith, by linarith⟩
  · rintro ⟨h1, h2⟩
    -- the common shifted energy is the repeated level
    refine ⟨d - a * b / c, (repeated_at_iff d e f a b c _).2 ?_⟩
    have hu : d - (d - a * b / c) = a * b / c := by ring
    have hv : e - (d - a * b / c) = a * c / b := by linarith
    have hw : f - (d - a * b / c) = b * c / a := by linarith
    rw [hu, hv, hw]
    refine ⟨?_, ?_, ?_, ?_, ?_, ?_⟩ <;> field_simp
```

The hypotheses `ha`, `hb` and `hc` say that every pair of levels is directly coupled. They also make the three divisions legitimate. Under them, a repeated level exists exactly when

\[
d-\frac{ab}{c}=e-\frac{ac}{b}=f-\frac{bc}{a}.
\]

If \(x\) is a repeated level, the equations \(uc=ab\), \(vb=ac\) and \(wa=bc\) give

\[
d-x=\frac{ab}{c},\qquad e-x=\frac{ac}{b},\qquad f-x=\frac{bc}{a}.
\]

All three shifted energies therefore equal \(x\). These steps are `e1`, `e2` and `e3`.

Conversely, let \(x\) be the common value. Then \(u=ab/c\), \(v=ac/b\) and \(w=bc/a\). Multiplication gives \(uv=a^2\), \(uw=b^2\) and \(vw=c^2\), and the other three equations follow by clearing one denominator each. The tactic `field_simp` does this for all six.

As a numerical instance, take \(a=2\), \(b=3\), \(c=6\). The shifts are \(ab/c=1\), \(ac/b=4\) and \(bc/a=9\). With site energies \(d=2\), \(e=5\), \(f=10\), all three shifted energies equal 1, so 1 should be a repeated level of

\[
\begin{pmatrix} 2&2&3\\ 2&5&6\\ 3&6&10\end{pmatrix}.
\]

The coefficients are \(t=17\), \(s=80-49=31\) and \(r=100+72-72-45-40=15\), and indeed

\[
X^3-17X^2+31X-15=(X-1)^2(X-15).
\]

The site energies are all different here, as are the couplings, yet two levels coincide. Changing \(f\) to 11 makes the third shifted energy 2 and removes the degeneracy.

## Zero site energies

```lean
/-- For three levels with zero site energies and any real couplings `a, b, c`, the
characteristic polynomial has a repeated root exactly when `a² = b² = c²`. -/
theorem repeated_iff_couplings_sq_eq (a b c : ℝ) :
    HasRepeatedLevel (threeLevel 0 0 0 a b c) ↔ a ^ 2 = b ^ 2 ∧ b ^ 2 = c ^ 2 := by
  constructor
  · rintro ⟨x, hx⟩
    obtain ⟨h1, h2, h3, -, -, -⟩ := (repeated_at_iff 0 0 0 a b c x).1 hx
    exact ⟨by linarith, by linarith⟩
  · rintro ⟨h1, h2⟩
    have hb' : b = a ∨ b = -a := sq_eq_sq_iff_eq_or_eq_neg.mp h1.symm
    have hc' : c = a ∨ c = -a := sq_eq_sq_iff_eq_or_eq_neg.mp (h1.trans h2).symm
    -- the relative signs of the couplings decide whether the repeated level is a or -a
    rcases hb' with hb | hb <;> rcases hc' with hc | hc <;> rw [hb, hc]
    · refine ⟨-a, (repeated_at_iff _ _ _ _ _ _ _).2 ⟨?_, ?_, ?_, ?_, ?_, ?_⟩⟩ <;> ring
    · refine ⟨a, (repeated_at_iff _ _ _ _ _ _ _).2 ⟨?_, ?_, ?_, ?_, ?_, ?_⟩⟩ <;> ring
    · refine ⟨a, (repeated_at_iff _ _ _ _ _ _ _).2 ⟨?_, ?_, ?_, ?_, ?_, ?_⟩⟩ <;> ring
    · refine ⟨-a, (repeated_at_iff _ _ _ _ _ _ _).2 ⟨?_, ?_, ?_, ?_, ?_, ?_⟩⟩ <;> ring
```

This is the result stated at the start. It has no hypothesis that the couplings are nonzero.

If \(x\) is a repeated level, then \(u=v=w=-x\). The first three minor equations become \(x^2=a^2\), \(x^2=b^2\) and \(x^2=c^2\), so the three squares agree.

Conversely, equal squares mean \(b=\pm a\) and \(c=\pm a\). The repeated level must satisfy \(-xc=ab\), \(-xb=ac\) and \(-xa=bc\), which leads to four cases:

- For \(b=a,\ c=a\), take \(x=-a\).
- For \(b=a,\ c=-a\), take \(x=a\).
- For \(b=-a,\ c=a\), take \(x=a\).
- For \(b=-a,\ c=-a\), take \(x=-a\).

In each case all six minor equations hold by direct substitution. The `rcases` line separates the cases, which the code treats in this order, and `ring` verifies the equations. If \(a=0\), all the couplings vanish and the level 0 is a triple root.

## The degenerate states for equal couplings

```lean
/-- For zero site energies and three equal nonzero couplings `g`, the vectors satisfying
`H v = -g v` are exactly those whose three amplitudes sum to zero. -/
theorem equal_couplings_eigenplane {g : ℝ} (hg : g ≠ 0) (v : Fin 3 → ℝ) :
    threeLevel 0 0 0 g g g *ᵥ v = (-g) • v ↔ v 0 + v 1 + v 2 = 0 := by
  constructor
  · intro h
    have h0 := congrFun h 0
    simp [threeLevel, Matrix.mulVec, dotProduct, Fin.sum_univ_three] at h0
    -- the first component already gives the condition, since g can be cancelled
    apply mul_left_cancel₀ hg
    linarith
  · intro h
    ext i
    fin_cases i <;>
      simp [threeLevel, Matrix.mulVec, dotProduct, Fin.sum_univ_three] <;>
      linear_combination g * h

end

end ThreeLevelDegeneracy
```

Here `v : Fin 3 → ℝ` is a list of three real amplitudes \(v_0,v_1,v_2\), `*ᵥ` is the product of a matrix with a vector, and `•` multiplies a vector by a number. The theorem says that, for a common coupling \(g\neq0\),

\[
Hv=-gv\quad\Longleftrightarrow\quad v_0+v_1+v_2=0 .
\]

Component 0 of the eigenvector equation reads \(g(v_1+v_2)=-gv_0\), or \(g(v_0+v_1+v_2)=0\). Cancelling \(g\) gives the condition on the amplitudes. This is where `hg` enters: at \(g=0\) every vector would satisfy the eigenvector equation.

Conversely, if the amplitudes sum to zero, component 0 of \(Hv\) is \(g(v_1+v_2)=-gv_0\), component 1 is \(g(v_0+v_2)=-gv_1\), and component 2 is \(g(v_0+v_1)=-gv_2\). The tactic `fin_cases` goes through these three components.

The solutions form a plane, which includes the zero vector. Two orthonormal states that span it are

\[
\frac{1}{\sqrt2}(1,-1,0),\qquad \frac{1}{\sqrt6}(1,1,-2).
\]

In the one-electron Hückel model of a ring of three equivalent sites, with energies measured from the site energy and \(g\) as the coupling between neighbours, these are the two degenerate orbitals at energy \(-g\).

```lean
#print axioms ThreeLevelDegeneracy.repeated_iff_shifted_energies_eq
-- 'ThreeLevelDegeneracy.repeated_iff_shifted_energies_eq' depends on axioms: [propext, Classical.choice, Quot.sound]
#print axioms ThreeLevelDegeneracy.repeated_iff_couplings_sq_eq
-- 'ThreeLevelDegeneracy.repeated_iff_couplings_sq_eq' depends on axioms: [propext, Classical.choice, Quot.sound]
#print axioms ThreeLevelDegeneracy.equal_couplings_eigenplane
-- 'ThreeLevelDegeneracy.equal_couplings_eigenplane' depends on axioms: [propext, Classical.choice, Quot.sound]
```
